# m independent radial functions give m − 2 local orbitals if some Wronskian at the sphere is nonzero

Take m linearly independent radial functions uᵢ, differentiable at the sphere radius R, with values pᵢ = uᵢ(R), not all zero, and slopes qᵢ = uᵢ′(R). Their combinations with zero value at R form a space of dimension m − 1. Those with zero value and zero slope, the local orbitals, form a space of dimension m − 2 if some pᵢqⱼ − pⱼqᵢ is nonzero, and m − 1 if all of these vanish. Here m counts functions in one angular-momentum channel; it is not the magnetic quantum number.

## Boundary conditions on the coefficients

A local orbital, as the term is used here, is confined to one muffin-tin sphere and joins zero outside with continuous value and slope. For f = Σᵢ cᵢuᵢ,

f(R) = Σᵢ cᵢpᵢ,  f′(R) = Σᵢ cᵢqᵢ.

Since the uᵢ are independent, different coefficients give different functions, so it suffices to count coefficient vectors.

**Zero value.** Choose k with pₖ ≠ 0. Setting cₖ = x/pₖ and the other coefficients to zero gives f(R) = x, so the value map reaches all of ℝ. By rank-nullity its kernel has dimension m − 1.

**Zero value and slope, some minor nonzero.** Let D = pᵢqⱼ − pⱼqᵢ ≠ 0. To reach value x and slope y, use only uᵢ and uⱼ, with

cᵢ = (xqⱼ − ypⱼ)/D,  cⱼ = (pᵢy − qᵢx)/D.

Then pᵢcᵢ + pⱼcⱼ = x and qᵢcᵢ + qⱼcⱼ = y. The map to (value, slope) is onto ℝ², and its kernel has dimension m − 2.

**All minors zero.** With pₖ ≠ 0 and L = qₖ/pₖ, the relation pₖqᵢ = pᵢqₖ gives qᵢ = Lpᵢ for every i. Hence f′(R) = L f(R): zero value forces zero slope, and the dimension stays m − 1.

## Three polynomials at R = 1

The polynomials here are chosen for simple arithmetic, not as solutions of a radial Schrödinger equation. Let the functions be 1, r, r². Then p = (1, 1, 1) and q = (0, 1, 2), and the first two functions give D = 1. The conditions c₁ + c₂ + c₃ = 0 and c₂ + 2c₃ = 0 leave the multiples of 1 − 2r + r² = (1 − r)², one local orbital. For 1, (r − 1)², (r − 1)³ all slopes vanish, so all minors do, and there are two: (r − 1)² and (r − 1)³.

## Local orbitals in an LAPW basis

An LAPW calculation has u and its energy derivative u̇ in each channel. To describe a semicore state, one adds a radial function at a second energy. If u and u̇ have a nonzero Wronskian at R, the two boundary conditions then fix the three coefficients up to a factor, which normalisation sets up to sign. The resulting function is multiplied by each of the 2l + 1 spherical harmonics. In APW+lo, u and u̇ are combined with only the value set to zero, which leaves one function per channel. For fixed radial functions in a channel l, 2l + 1 times the dimension counted here is thus the largest number of independent functions of this kind that the channel can add to the basis on one atom.

## The two function spaces in Lean

Radial functions are modelled as functions ℝ → ℝ, and `zeroValueSpace` is a subspace of their span.

```lean
import Mathlib

open Module

namespace LocalOrbitalCount

noncomputable section

/-- The combinations of the radial functions `u i` that vanish at the sphere radius `R`. -/
def zeroValueSpace {ι : Type*} (u : ι → ℝ → ℝ) (R : ℝ) : Submodule ℝ (ℝ → ℝ) where
  carrier := {f | f ∈ Submodule.span ℝ (Set.range u) ∧ f R = 0}
  zero_mem' := ⟨Submodule.zero_mem _, rfl⟩
  add_mem' := by
    rintro f g ⟨hf, hf0⟩ ⟨hg, hg0⟩
    exact ⟨Submodule.add_mem _ hf hg, by rw [Pi.add_apply, hf0, hg0, add_zero]⟩
  smul_mem' := by
    rintro a f ⟨hf, hf0⟩
    exact ⟨Submodule.smul_mem _ a hf, by rw [Pi.smul_apply, hf0, smul_zero]⟩
```

For local orbitals, zero slope is the statement `HasDerivAt f 0 R`: the derivative exists and equals 0.

```lean
/-- The local orbitals: combinations of the radial functions `u i` whose value and slope
both vanish at the sphere radius `R`. -/
def localOrbitalSpace {ι : Type*} (u : ι → ℝ → ℝ) (R : ℝ) : Submodule ℝ (ℝ → ℝ) where
  carrier := {f | f ∈ Submodule.span ℝ (Set.range u) ∧ f R = 0 ∧ HasDerivAt f 0 R}
  zero_mem' := ⟨Submodule.zero_mem _, rfl, hasDerivAt_const R (0 : ℝ)⟩
  add_mem' := by
    rintro f g ⟨hf, hf0, hf1⟩ ⟨hg, hg0, hg1⟩
    refine ⟨Submodule.add_mem _ hf hg, by rw [Pi.add_apply, hf0, hg0, add_zero], ?_⟩
    have h := hf1.add hg1
    rw [add_zero] at h
    exact h
  smul_mem' := by
    rintro a f ⟨hf, hf0, hf1⟩
    refine ⟨Submodule.smul_mem _ a hf, by rw [Pi.smul_apply, hf0, smul_zero], ?_⟩
    have h := hf1.const_smul a
    rw [smul_zero] at h
    exact h
```

Actual radial functions are given only up to R. To apply the theorems, continue each one differentiably past R; functions independent inside the sphere remain independent, and the count carries over to their restrictions.

## From coefficients to dimensions

The map `combine` forms Σᵢ cᵢvᵢ for vectors in any real space, so it serves for functions, values and (value, slope) pairs alike.

```lean
variable {ι : Type*} [Fintype ι] {V : Type*} [AddCommGroup V] [Module ℝ V]

/-- The linear map that sends coefficients `c i` to the combination `∑ i, c i • v i`. -/
def combine (v : ι → V) : (ι → ℝ) →ₗ[ℝ] V where
  toFun c := ∑ i, c i • v i
  map_add' c d := by simp [add_smul, Finset.sum_add_distrib]
  map_smul' a c := by simp [Finset.smul_sum, mul_smul]
```

The next two lemmas are the formulas for f(R) and f′(R).

```lean
/-- The value of a combination at `R` is the same combination of the boundary values. -/
theorem combine_value (u : ι → ℝ → ℝ) (R : ℝ) (c : ι → ℝ) :
    combine u c R = combine (fun i => u i R) c := by
  simp [combine]

/-- If each radial function has slope `q i` at `R`, the slope of a combination is the same
combination of the `q i`. -/
theorem combine_slope {u : ι → ℝ → ℝ} {q : ι → ℝ} {R : ℝ}
    (hq : ∀ i, HasDerivAt (u i) (q i) R) (c : ι → ℝ) :
    HasDerivAt (combine u c) (combine q c) R := by
  have e : combine u c = fun x => ∑ i, c i * u i x := by
    funext x
    simp [combine]
  have h : HasDerivAt (fun x => ∑ i, c i * u i x) (∑ i, c i * q i) R :=
    HasDerivAt.fun_sum fun i _ => (hq i).const_mul (c i)
  rw [e]
  exact h
```

Rank-nullity is stated for a surjective boundary map. Independence of the uᵢ then transfers dimensions from coefficients to functions.

```lean
/-- If the conditions imposed on the coefficients are independent (the map to `V` is onto), the
dimensions of the solution space and of `V` add up to the number of coefficients. -/
theorem finrank_ker_combine (v : ι → V) (h : Function.Surjective (combine v)) :
    finrank ℝ (LinearMap.ker (combine v)) + finrank ℝ V = Fintype.card ι := by
  have hr := LinearMap.finrank_range_add_finrank_ker (combine v)
  rw [LinearMap.range_eq_top.mpr h, finrank_top, Module.finrank_fintype_fun_eq_card] at hr
  omega

/-- For linearly independent radial functions, a space of coefficients and the space of
functions built from it have the same dimension. -/
theorem finrank_map_combine {u : ι → ℝ → ℝ} (hu : LinearIndependent ℝ u)
    (K : Submodule ℝ (ι → ℝ)) : finrank ℝ (K.map (combine u)) = finrank ℝ K := by
  have hinj : Function.Injective (combine u) := by
    rw [← LinearMap.ker_eq_bot, LinearMap.ker_eq_bot']
    intro c hc
    exact funext (Fintype.linearIndependent_iff.mp hu c hc)
  exact (Submodule.equivMapOfInjective (combine u) hinj K).finrank_eq.symm
```

Vanishing minors are equivalent to proportional slopes, with L = qₖ/pₖ as above.

```lean
omit [Fintype ι] in
/-- If some boundary value is nonzero, all `p i * q j - p j * q i` vanish exactly when the
slopes are one common multiple of the values. -/
theorem minors_vanish_iff {p q : ι → ℝ} (hp : ∃ i, p i ≠ 0) :
    (∀ i j, p i * q j - p j * q i = 0) ↔ ∃ L, ∀ i, q i = L * p i := by
  constructor
  · intro h
    obtain ⟨k, hk⟩ := hp
    refine ⟨q k / p k, fun i => ?_⟩
    rw [div_mul_eq_mul_div, eq_div_iff hk]
    linear_combination h k i
  · rintro ⟨L, hL⟩ i j
    linear_combination p i * hL j - p j * hL i
```

## The three counts

The first two counts identify the function space with the image of a kernel, then show that the boundary map is onto; the third, with all minors zero, reduces to the first. Dimensions are stated additively, with `Fintype.card ι` for m. For zero value, a single nonzero uₖ(R) suffices.

```lean
/-- Linearly independent radial functions, not all zero at `R`, have a space of combinations
with zero value at `R` of dimension one less than their number. -/
theorem finrank_zeroValueSpace {u : ι → ℝ → ℝ} {R : ℝ} (hu : LinearIndependent ℝ u)
    (hp : ∃ i, u i R ≠ 0) : finrank ℝ (zeroValueSpace u R) + 1 = Fintype.card ι := by
  classical
  have e : zeroValueSpace u R =
      (LinearMap.ker (combine fun i => u i R)).map (combine u) := by
    ext f
    constructor
    · rintro ⟨hf, h0⟩
      obtain ⟨c, rfl⟩ := (Submodule.mem_span_range_iff_exists_fun ℝ).mp hf
      exact Submodule.mem_map.mpr
        ⟨c, LinearMap.mem_ker.mpr ((combine_value u R c).symm.trans h0), rfl⟩
    · intro hf
      obtain ⟨c, hc, rfl⟩ := Submodule.mem_map.mp hf
      exact ⟨(Submodule.mem_span_range_iff_exists_fun ℝ).mpr ⟨c, rfl⟩,
        (combine_value u R c).trans (LinearMap.mem_ker.mp hc)⟩
  -- one nonzero boundary value makes the value map onto
  have hs : Function.Surjective (combine fun i => u i R) := by
    obtain ⟨k, hk⟩ := hp
    intro x
    refine ⟨Pi.single k (x / u k R), ?_⟩
    simp [combine, Pi.single_apply, hk]
  have h := finrank_ker_combine _ hs
  rw [Module.finrank_self] at h
  rw [e, finrank_map_combine hu, h]
```

For value and slope, `hs` contains the Cramer solution, with `d` as 1/D. The nonzero minor already implies that some value is nonzero.

```lean
/-- Linearly independent radial functions with values `u i R` and slopes `q i`, for which some
`u i R * q j - u j R * q i` is nonzero, have two fewer independent local orbitals than their
number. -/
theorem finrank_localOrbitalSpace {u : ι → ℝ → ℝ} {q : ι → ℝ} {R : ℝ}
    (hu : LinearIndependent ℝ u) (hq : ∀ i, HasDerivAt (u i) (q i) R)
    (hw : ∃ i j, u i R * q j - u j R * q i ≠ 0) :
    finrank ℝ (localOrbitalSpace u R) + 2 = Fintype.card ι := by
  classical
  have hpair : ∀ c, combine (fun i => (u i R, q i)) c =
      (combine (fun i => u i R) c, combine q c) := by
    intro c
    apply Prod.ext <;> simp [combine, Prod.fst_sum, Prod.snd_sum]
  have e : localOrbitalSpace u R =
      (LinearMap.ker (combine fun i => (u i R, q i))).map (combine u) := by
    ext f
    constructor
    · rintro ⟨hf, h0, h1⟩
      obtain ⟨c, rfl⟩ := (Submodule.mem_span_range_iff_exists_fun ℝ).mp hf
      refine Submodule.mem_map.mpr ⟨c, LinearMap.mem_ker.mpr ?_, rfl⟩
      rw [hpair]
      exact Prod.ext ((combine_value u R c).symm.trans h0) ((combine_slope hq c).unique h1)
    · intro hf
      obtain ⟨c, hc, rfl⟩ := Submodule.mem_map.mp hf
      rw [LinearMap.mem_ker, hpair] at hc
      have h1 : combine q c = 0 := congrArg Prod.snd hc
      have hd := combine_slope hq c
      rw [h1] at hd
      exact ⟨(Submodule.mem_span_range_iff_exists_fun ℝ).mpr ⟨c, rfl⟩,
        (combine_value u R c).trans (congrArg Prod.fst hc), hd⟩
  -- Cramer's rule on two of the functions reaches every pair (value, slope)
  have hs : Function.Surjective (combine fun i => (u i R, q i)) := by
    obtain ⟨i, j, hij⟩ := hw
    obtain ⟨d, hd⟩ : ∃ d, (u i R * q j - u j R * q i) * d = 1 := ⟨_, mul_inv_cancel₀ hij⟩
    have hsingle : ∀ (v : ι → ℝ) (k : ι) (a : ℝ), combine v (Pi.single k a) = a * v k := by
      intro v k a
      simp [combine, Pi.single_apply]
    rintro ⟨x, y⟩
    refine ⟨Pi.single i ((x * q j - y * u j R) * d) +
      Pi.single j ((u i R * y - q i * x) * d), ?_⟩
    rw [hpair, map_add, map_add, hsingle, hsingle, hsingle, hsingle]
    refine Prod.ext ?_ ?_
    · linear_combination x * hd
    · linear_combination y * hd
  have h := finrank_ker_combine _ hs
  rw [Module.finrank_prod, Module.finrank_self] at h
  rw [e, finrank_map_combine hu]
  omega
```

The main theorem joins both counts to the degenerate case, where `e` shows that the two spaces coincide.

```lean
/-- Counting local orbitals: for `m` linearly independent radial functions with slopes `q i`
and values not all zero at `R`, zero value leaves dimension `m - 1`; zero value and slope leave
`m - 2` if some `u i R * q j - u j R * q i` is nonzero, and `m - 1` if all of them vanish. -/
theorem local_orbital_count {u : ι → ℝ → ℝ} {q : ι → ℝ} {R : ℝ}
    (hu : LinearIndependent ℝ u) (hq : ∀ i, HasDerivAt (u i) (q i) R)
    (hp : ∃ i, u i R ≠ 0) :
    finrank ℝ (zeroValueSpace u R) + 1 = Fintype.card ι ∧
    ((∃ i j, u i R * q j - u j R * q i ≠ 0) →
      finrank ℝ (localOrbitalSpace u R) + 2 = Fintype.card ι) ∧
    ((∀ i j, u i R * q j - u j R * q i = 0) →
      finrank ℝ (localOrbitalSpace u R) + 1 = Fintype.card ι) := by
  refine ⟨finrank_zeroValueSpace hu hp, finrank_localOrbitalSpace hu hq, fun hw => ?_⟩
  obtain ⟨L, hL⟩ := (minors_vanish_iff (p := fun i => u i R) hp).mp hw
  -- with proportional slopes, zero value already forces zero slope
  have e : localOrbitalSpace u R = zeroValueSpace u R := by
    ext f
    constructor
    · rintro ⟨hf, h0, _⟩
      exact ⟨hf, h0⟩
    · rintro ⟨hf, h0⟩
      obtain ⟨c, rfl⟩ := (Submodule.mem_span_range_iff_exists_fun ℝ).mp hf
      have hv : combine (fun i => u i R) c = 0 := (combine_value u R c).symm.trans h0
      have hLc : combine q c = L * combine (fun i => u i R) c := by
        change ∑ i, c i * q i = L * ∑ i, c i * u i R
        rw [Finset.mul_sum]
        exact Finset.sum_congr rfl fun i _ => by rw [hL i]; ring
      have hd := combine_slope hq c
      rw [hLc, hv, mul_zero] at hd
      exact ⟨hf, h0, hd⟩
  rw [e]
  exact finrank_zeroValueSpace hu hp
```

Finally, if the first two functions have nonzero Wronskian at R, each of n further independent functions adds one local orbital. Lean numbers the functions from 0.

```lean
/-- Two radial functions with nonzero Wronskian at `R`, supplemented by `n` further ones so that
all are linearly independent and differentiable at `R`, give exactly `n` independent local
orbitals. -/
theorem one_local_orbital_per_added_function {n : ℕ} {u : Fin (n + 2) → ℝ → ℝ}
    {q : Fin (n + 2) → ℝ} {R : ℝ} (hu : LinearIndependent ℝ u)
    (hq : ∀ i, HasDerivAt (u i) (q i) R) (hw : u 0 R * q 1 - u 1 R * q 0 ≠ 0) :
    finrank ℝ (localOrbitalSpace u R) = n := by
  have h := finrank_localOrbitalSpace hu hq ⟨0, 1, hw⟩
  rw [Fintype.card_fin] at h
  omega

end

end LocalOrbitalCount
```

```lean
#print axioms LocalOrbitalCount.local_orbital_count
-- 'LocalOrbitalCount.local_orbital_count' depends on axioms: [propext, Classical.choice, Quot.sound]
#print axioms LocalOrbitalCount.one_local_orbital_per_added_function
-- 'LocalOrbitalCount.one_local_orbital_per_added_function' depends on axioms: [propext, Classical.choice, Quot.sound]
```
